# For independent energies of equal variance, the noise amplification of X⁻³ extrapolation from bases X and X+1 grows without bound

Suppose a stochastic electronic-structure method gives me correlation energies $E_X$ and $E_Y$ in two basis sets with cardinal numbers $X$ and $Y$, each with a statistical error bar. I reduce the remaining basis-set error with the usual two-point $X^{-3}$ formula. If the two energies are independent and have the same variance $v$, I expect the extrapolated energy to have variance $v(X^6+Y^6)/(X^3-Y^3)^2$. For neighbouring basis sets, $Y=X+1$, this factor should tend to infinity with $X$. Can this be stated rigorously and checked by machine, starting from the fit itself?

## How the fit weights the two errors

Yes. The two-point fit assumes $E_X=E+A/X^3$ and $E_Y=E+A/Y^3$, with a common amplitude $A$ and limit $E$. The inverse cube is the usual model of the leading basis-set error of the correlation energy, which comes from the slow convergence of expansions in products of orbitals near the electron–electron cusp. For positive $X,Y$, eliminating $A$ gives the equivalent condition

$$X^3(E_X-E)=Y^3(E_Y-E).$$

Collecting the terms in $E$ gives $(X^3-Y^3)E=X^3E_X-Y^3E_Y$. Distinct cardinal numbers have distinct cubes, so $D=X^3-Y^3$ is nonzero and

$$E=\frac{X^3}{D}E_X-\frac{Y^3}{D}E_Y.$$

The variances of independent terms add, with squared weights:

$$\operatorname{Var}E=\frac{X^6\operatorname{Var}E_X+Y^6\operatorname{Var}E_Y}{D^2}.$$

If both variances equal $v$, this is $vF(X,Y)$ with

$$F(X,Y)=\frac{X^6+Y^6}{(X^3-Y^3)^2}=1+\frac{2X^3Y^3}{(X^3-Y^3)^2}.$$

The second form shows that $F>1$ for distinct positive $X,Y$.

For $Y=X+1$ we have $D^2=(3X^2+3X+1)^2$. Write $N=X^6+(X+1)^6$. Expanding gives

$$9N-2X^2D^2=18X^5+105X^4+168X^3+133X^2+54X+9\ge 0,$$

$$2(X+2)^2D^2-9N=54X^5+111X^4+96X^3+35X^2+2X-1.$$

The second polynomial is positive for $X\ge1$. Dividing by $9D^2$ yields

$$\tfrac29X^2\le F(X,X+1)\le\tfrac29(X+2)^2,$$

where the upper bound needs $X\ge1$. The lower bound forces $F(X,X+1)\to\infty$, and the two together show that the growth is quadratic.

As an example, take $X=3$ and $Y=4$. The weights are $-27/37$ and $64/37$, so $F=(729+4096)/37^2=4825/1369\approx3.52$. The standard deviation grows by $\sqrt{3.52}\approx1.88$: two independent error bars of $0.10$ millihartree become one of about $0.19$ millihartree. The bounds give $2\le F\le 50/9\approx5.56$.

## Random energies and their limit in Lean

The cardinal numbers are natural numbers, and the energies `EX`, `EY` and `Elim` are real functions on a probability space `Ω` with measure `μ`. A point `ω` is one joint outcome of the two calculations. `MemLp EX 2 μ` says that $E_X$ is square-integrable, and `IndepFun EX EY μ` says that the energies are independent. No Gaussian distribution is assumed.

The predicate `IsCubicLimit` is the fit condition without its amplitude, and `hlim` imposes it for every outcome. `Elim` is therefore the fitted limit of each noisy pair, not the exact basis-set limit. The variance theorems need only $X\ne Y$; positivity enters where the condition is identified with the $X^{-3}$ law, in the bound $F>1$ and in the upper bound for neighbours. The factor $F$ is `amplification`.

For independent errors of equal variance in a two-point fit, the result tells a practitioner how much tighter the common error bar of the separate energies must be to reach a given statistical error in the extrapolated one: it must be smaller than that error by the factor $\sqrt{F}$. It does not address the systematic error left when real energies deviate from the $X^{-3}$ law. The divergence concerns the factor, so the variance itself diverges if $v>0$ is held fixed as $X$ grows.

```lean
import Mathlib

open MeasureTheory ProbabilityTheory Filter

namespace BasisSetExtrapolationNoise

noncomputable section

/-- `E` is the two-point basis-set limit of the energies `eX`, `eY`: the errors `eX - E` and
`eY - E`, scaled by the cubes of the cardinal numbers `X` and `Y`, agree. -/
def IsCubicLimit (X Y : ℕ) (eX eY E : ℝ) : Prop :=
  (X : ℝ) ^ 3 * (eX - E) = (Y : ℝ) ^ 3 * (eY - E)

/-- The two-point extrapolation formula for cardinal numbers `X ≠ Y`. -/
def extrapolate (X Y : ℕ) (eX eY : ℝ) : ℝ :=
  ((X : ℝ) ^ 3 * eX - (Y : ℝ) ^ 3 * eY) / ((X : ℝ) ^ 3 - (Y : ℝ) ^ 3)

/-- The noise amplification factor of the extrapolation, for cardinal numbers `X ≠ Y`. -/
def amplification (X Y : ℕ) : ℝ :=
  ((X : ℝ) ^ 6 + (Y : ℝ) ^ 6) / ((X : ℝ) ^ 3 - (Y : ℝ) ^ 3) ^ 2

/-- Distinct cardinal numbers have distinct cubes. -/
theorem cube_sub_cube_ne_zero {X Y : ℕ} (h : X ≠ Y) : (X : ℝ) ^ 3 - (Y : ℝ) ^ 3 ≠ 0 := by
  intro h0
  have h1 : (X : ℝ) ^ 3 = (Y : ℝ) ^ 3 := sub_eq_zero.mp h0
  have h2 : X ^ 3 = Y ^ 3 := by exact_mod_cast h1
  exact h ((pow_left_inj₀ (Nat.zero_le _) (Nat.zero_le _) (by norm_num)).mp h2)

/-- For positive cardinal numbers, `E` is the two-point limit exactly when both energies follow
the law `E + A / X ^ 3` with a common amplitude `A`. -/
theorem isCubicLimit_iff_model {X Y : ℕ} (hX : 0 < X) (hY : 0 < Y) (eX eY E : ℝ) :
    IsCubicLimit X Y eX eY E ↔
      ∃ A : ℝ, eX = E + A / (X : ℝ) ^ 3 ∧ eY = E + A / (Y : ℝ) ^ 3 := by
  have hx : (X : ℝ) ^ 3 ≠ 0 := by positivity
  have hy : (Y : ℝ) ^ 3 ≠ 0 := by positivity
  unfold IsCubicLimit
  constructor
  · intro h
    -- the amplitude is the common scaled error
    refine ⟨(X : ℝ) ^ 3 * (eX - E), ?_, ?_⟩
    · rw [mul_div_cancel_left₀ _ hx]
      ring
    · rw [h, mul_div_cancel_left₀ _ hy]
      ring
  · rintro ⟨A, hA, hB⟩
    have h1 : (X : ℝ) ^ 3 * (A / (X : ℝ) ^ 3) = A := by field_simp
    have h2 : (Y : ℝ) ^ 3 * (A / (Y : ℝ) ^ 3) = A := by field_simp
    rw [hA, hB, add_sub_cancel_left, add_sub_cancel_left, h1, h2]

/-- For distinct cardinal numbers the two-point limit is unique and is given by the
extrapolation formula. -/
theorem isCubicLimit_iff_eq {X Y : ℕ} (h : X ≠ Y) (eX eY E : ℝ) :
    IsCubicLimit X Y eX eY E ↔ E = extrapolate X Y eX eY := by
  unfold IsCubicLimit extrapolate
  rw [eq_div_iff (cube_sub_cube_ne_zero h)]
  constructor <;> intro h1 <;> linear_combination (-1 : ℝ) * h1

/-- Propagation of noise: for distinct cardinal numbers, the variance of the two-point limit of
independent square-integrable random energies, in terms of the variances of the two energies. -/
theorem variance_cubicLimit {Ω : Type*} [MeasurableSpace Ω] {μ : Measure Ω}
    [IsProbabilityMeasure μ] {X Y : ℕ} (hXY : X ≠ Y) {EX EY Elim : Ω → ℝ}
    (hX : MemLp EX 2 μ) (hY : MemLp EY 2 μ) (hind : IndepFun EX EY μ)
    (hlim : ∀ ω, IsCubicLimit X Y (EX ω) (EY ω) (Elim ω)) :
    variance Elim μ = ((X : ℝ) ^ 6 * variance EX μ + (Y : ℝ) ^ 6 * variance EY μ) /
      ((X : ℝ) ^ 3 - (Y : ℝ) ^ 3) ^ 2 := by
  -- the limit is a fixed linear combination of the two energies
  have hE : Elim = ((X : ℝ) ^ 3 / ((X : ℝ) ^ 3 - (Y : ℝ) ^ 3)) • EX +
      (-((Y : ℝ) ^ 3 / ((X : ℝ) ^ 3 - (Y : ℝ) ^ 3))) • EY := by
    funext ω
    rw [(isCubicLimit_iff_eq hXY _ _ _).mp (hlim ω)]
    simp only [extrapolate, Pi.add_apply, Pi.smul_apply, smul_eq_mul]
    ring
  have hind' : ∀ a b : ℝ, IndepFun (a • EX) (b • EY) μ := by
    intro a b
    have h1 := hind.comp (measurable_const_mul a) (measurable_const_mul b)
    exact h1
  -- variances of independent terms add, with squared weights
  rw [hE, IndepFun.variance_add (hX.const_smul _) (hY.const_smul _) (hind' _ _),
    variance_smul, variance_smul, neg_sq, div_pow, div_pow]
  ring

/-- For distinct cardinal numbers and independent square-integrable random energies of equal
variance `v`, the two-point limit has variance `v` times the amplification factor. -/
theorem variance_cubicLimit_of_equal {Ω : Type*} [MeasurableSpace Ω] {μ : Measure Ω}
    [IsProbabilityMeasure μ] {X Y : ℕ} (hXY : X ≠ Y) {EX EY Elim : Ω → ℝ} {v : ℝ}
    (hX : MemLp EX 2 μ) (hY : MemLp EY 2 μ) (hind : IndepFun EX EY μ)
    (hvX : variance EX μ = v) (hvY : variance EY μ = v)
    (hlim : ∀ ω, IsCubicLimit X Y (EX ω) (EY ω) (Elim ω)) :
    variance Elim μ = v * amplification X Y := by
  rw [variance_cubicLimit hXY hX hY hind hlim, hvX, hvY, amplification]
  ring

/-- For distinct positive cardinal numbers the amplification factor is greater than one. -/
theorem one_lt_amplification {X Y : ℕ} (hX : 0 < X) (hY : 0 < Y) (hXY : X ≠ Y) :
    1 < amplification X Y := by
  have hD : 0 < ((X : ℝ) ^ 3 - (Y : ℝ) ^ 3) ^ 2 :=
    lt_of_le_of_ne (sq_nonneg _) (Ne.symm (pow_ne_zero 2 (cube_sub_cube_ne_zero hXY)))
  have hp : 0 < (X : ℝ) ^ 3 * (Y : ℝ) ^ 3 := by positivity
  unfold amplification
  rw [one_lt_div hD]
  nlinarith [hp]

/-- The amplification factor for neighbouring cardinal numbers `X` and `X + 1`. -/
theorem amplification_succ (X : ℕ) :
    amplification X (X + 1) =
      ((X : ℝ) ^ 6 + ((X : ℝ) + 1) ^ 6) / (3 * (X : ℝ) ^ 2 + 3 * (X : ℝ) + 1) ^ 2 := by
  have hD : ((X : ℝ) ^ 3 - ((X : ℝ) + 1) ^ 3) ^ 2 =
      (3 * (X : ℝ) ^ 2 + 3 * (X : ℝ) + 1) ^ 2 := by ring
  unfold amplification
  push_cast
  rw [hD]

/-- For neighbouring cardinal numbers the amplification factor is at least `2 X ^ 2 / 9`. -/
theorem amplification_succ_lower (X : ℕ) :
    2 / 9 * (X : ℝ) ^ 2 ≤ amplification X (X + 1) := by
  rw [amplification_succ, le_div_iff₀ (by positivity)]
  have h : 0 ≤ 18 * (X : ℝ) ^ 5 + 105 * (X : ℝ) ^ 4 + 168 * (X : ℝ) ^ 3 +
      133 * (X : ℝ) ^ 2 + 54 * (X : ℝ) + 9 := by positivity
  nlinarith [h]

/-- For neighbouring positive cardinal numbers the amplification factor is at most
`2 (X + 2) ^ 2 / 9`. -/
theorem amplification_succ_upper {X : ℕ} (hX : 0 < X) :
    amplification X (X + 1) ≤ 2 / 9 * ((X : ℝ) + 2) ^ 2 := by
  rw [amplification_succ, div_le_iff₀ (by positivity)]
  have h1 : (1 : ℝ) ≤ (X : ℝ) := by exact_mod_cast hX
  have h : 0 ≤ 54 * (X : ℝ) ^ 5 + 111 * (X : ℝ) ^ 4 + 96 * (X : ℝ) ^ 3 +
      35 * (X : ℝ) ^ 2 := by positivity
  nlinarith [h, h1]

/-- For neighbouring cardinal numbers `X` and `X + 1` the amplification factor tends to infinity
with `X`. -/
theorem tendsto_amplification_succ :
    Tendsto (fun X : ℕ => amplification X (X + 1)) atTop atTop := by
  have hsq : Tendsto (fun X : ℕ => (X : ℝ) ^ 2) atTop atTop :=
    (tendsto_pow_atTop two_ne_zero).comp tendsto_natCast_atTop_atTop
  exact tendsto_atTop_mono amplification_succ_lower
    (hsq.const_mul_atTop (by norm_num : (0 : ℝ) < 2 / 9))

end

end BasisSetExtrapolationNoise
```

```lean
#print axioms BasisSetExtrapolationNoise.variance_cubicLimit_of_equal
#print axioms BasisSetExtrapolationNoise.one_lt_amplification
#print axioms BasisSetExtrapolationNoise.amplification_succ_upper
#print axioms BasisSetExtrapolationNoise.tendsto_amplification_succ
```

```
'BasisSetExtrapolationNoise.variance_cubicLimit_of_equal' depends on axioms: [propext, Classical.choice, Quot.sound]
'BasisSetExtrapolationNoise.one_lt_amplification' depends on axioms: [propext, Classical.choice, Quot.sound]
'BasisSetExtrapolationNoise.amplification_succ_upper' depends on axioms: [propext, Classical.choice, Quot.sound]
'BasisSetExtrapolationNoise.tendsto_amplification_succ' depends on axioms: [propext, Classical.choice, Quot.sound]
```

## From the fit condition to the divergence

`cube_sub_cube_ne_zero` moves an assumed equality of real cubes back to the natural numbers, where cubing is injective. `isCubicLimit_iff_eq` then clears the nonzero denominator and solves the linear equation, which gives both existence and uniqueness of the limit. `isCubicLimit_iff_model` connects the condition to the physical law by choosing $A=X^3(E_X-E)$.

In `variance_cubicLimit`, the step `hE` writes the limit as the linear combination above. The step `hind'` shows that multiplying independent energies by constants keeps them independent. `IndepFun.variance_add` adds the variances, and `variance_smul` squares the weights. `variance_cubicLimit_of_equal` inserts the common value $v$.

`one_lt_amplification` reduces $F>1$ to $D^2<X^6+Y^6$, which follows from $X^3Y^3>0$. `amplification_succ` rewrites the denominator for neighbours. The two bound lemmas multiply it out and give `nlinarith` the nonnegative polynomials from the derivation; in the upper bound, `h1` supplies $X\ge1$ to handle the remaining $2X-1$. Finally, `tendsto_amplification_succ` compares $F$ with $\tfrac29X^2$, which tends to infinity.

## If the two errors are correlated

A different model would replace independence by a correlation coefficient $\rho$ between the two energies, as might suit calculations that share random samples. For equal variances, the covariance term changes the factor to

$$1+\frac{2(1-\rho)X^3Y^3}{(X^3-Y^3)^2}.$$

Positive correlation reduces the amplification, and at $\rho=1$ it disappears, because a common shift of both energies shifts the limit by the same amount. For neighbouring basis sets and any fixed $\rho<1$, the factor still diverges. This extension is a calculation by hand; the Lean theorems treat independent energies.
